# On a finite grid, Vydrov factors never increase with the exponent and tend to the orbital weight where $\tau_W=\tau$

The orbital values and the orbital gradients at a grid point are taken here as independent data. No difference formula links the gradient at one point to the values at its neighbours, so the results hold for whatever method supplied the gradients, provided that the density and the kinetic energy density are positive at every grid point. The density gradient is formed from the same data by the product rule. The ratio $z=\tau_W/\tau$ of the Weizsäcker to the full kinetic energy density is then computed, and its range $[0,1]$ is derived. With a density gradient obtained separately, for example by differencing the density on the grid, the ratio need not stay in this range.

In a scaled-down self-interaction correction, the Vydrov factor $X_k$ multiplies the correction of one orbital. For real orbitals on a fixed finite grid with nonnegative quadrature weights, the result says what raising the integer exponent $k$ does to that factor: it can only lower it or leave it unchanged, and what survives is the orbital's weight on the points where $z=1$.

Let $i$ run over the finite set `ι` of occupied orbitals and $x$ over the finite set `G` of grid points.

In Lean 4 with Mathlib:

```lean
import Mathlib

open Filter Topology

namespace VydrovScaling

noncomputable section

variable {ι G : Type*} [Fintype ι] [Fintype G]
```

## Local data and the ratio

At one point, let $\varphi_i$ be the real orbital values. With unit occupations, as in one spin channel, the density is $n=\sum_i\varphi_i^2$.

```lean
/-- The electron density at a point, from the values `φ i` of the real occupied orbitals. -/
def density (φ : ι → ℝ) : ℝ := ∑ i, φ i ^ 2
```

Let $g_{ia}$ be the component of the gradient of orbital $i$ along the Cartesian direction $a$. The product rule gives $D_a=(\nabla n)_a=2\sum_i\varphi_i g_{ia}$.

```lean
/-- The density gradient at a point, from the orbital values `φ i` and gradients `g i`. -/
def gradDensity (φ : ι → ℝ) (g : ι → Fin 3 → ℝ) (a : Fin 3) : ℝ :=
  2 * ∑ i, φ i * g i a
```

In atomic units the kinetic energy density is $\tau=\tfrac12\sum_{i,a}g_{ia}^2$.

```lean
/-- The kinetic energy density at a point: half the sum of the squared orbital gradients. -/
def tau (g : ι → Fin 3 → ℝ) : ℝ := (∑ i, ∑ a, g i a ^ 2) / 2
```

The Weizsäcker expression is $\tau_W=|\nabla n|^2/(8n)$. Clearing denominators in $z=\tau_W/\tau$ gives $z\cdot 8n\tau=|\nabla n|^2$.

```lean
/-- The number `z` is the ratio of the Weizsäcker to the full kinetic energy density,
written without division as `z * 8 n τ = |∇n|²`; meant for points with `n > 0` and `τ > 0`. -/
def IsWeizsackerRatio (φ : ι → ℝ) (g : ι → Fin 3 → ℝ) (z : ℝ) : Prop :=
  z * (8 * density φ * tau g) = ∑ a, gradDensity φ g a ^ 2
```

This is a relation between the data and a number $z$. It fixes $z$ when $n$ and $\tau$ are positive.

Now let $m(x)$ be the density of the orbital being corrected, with any quadrature weight absorbed into it. The factor is $X_k=\sum_x z(x)^k\,m(x)$.

```lean
/-- The Vydrov factor `X_k`: the orbital density `m` summed over the grid with weight `z ^ k`. -/
def vydrovFactor (z m : G → ℝ) (k : ℕ) : ℝ := ∑ x, z x ^ k * m x
```

The candidate for its limit is $S=\sum_{x:\,z(x)=1}m(x)$.

```lean
/-- The total weight of `m` on the grid points where `z = 1`. -/
def saturatedWeight (z m : G → ℝ) : ℝ := ∑ x with z x = 1, m x
```

The definitions do not tie $m$ to the orbitals $\varphi_i$. In an application it would be the squared modulus of one orbital times the quadrature weight, but the theorems use only its sign and, in two places, its normalisation.

For $n,\tau>0$, dividing the relation by $8n\tau$ recovers the usual quotient $z=\bigl(|\nabla n|^2/(8n)\bigr)/\tau$.

```lean
/-- Where density and kinetic energy density are positive, the ratio is
`τ_W / τ` with `τ_W = |∇n|² / (8 n)`. -/
theorem isWeizsackerRatio_iff (φ : ι → ℝ) (g : ι → Fin 3 → ℝ) (z : ℝ)
    (hn : 0 < density φ) (hτ : 0 < tau g) :
    IsWeizsackerRatio φ g z ↔
      z = (∑ a, gradDensity φ g a ^ 2) / (8 * density φ) / tau g := by
  unfold IsWeizsackerRatio
  rw [div_div, eq_div_iff (by positivity)]
```

## Why the ratio cannot exceed one

Expand a square and sum over the orbitals, using $\sum_i\varphi_i g_{ia}=D_a/2$:

$$\sum_i(2n g_{ia}-\varphi_i D_a)^2=4n^2\sum_i g_{ia}^2-2nD_a^2+nD_a^2=4n^2\sum_i g_{ia}^2-nD_a^2.$$

Summing over $a$ and inserting $\sum_{i,a}g_{ia}^2=2\tau$ gives

$$\sum_{i,a}(2n g_{ia}-\varphi_i D_a)^2=n\,(8n\tau-|\nabla n|^2).$$

```lean
/-- The gap between `8 n τ` and `|∇n|²`, multiplied by the density, is a sum of squares. -/
theorem kinetic_gap_identity (φ : ι → ℝ) (g : ι → Fin 3 → ℝ) :
    ∑ i, ∑ a, (2 * density φ * g i a - φ i * gradDensity φ g a) ^ 2 =
      density φ * (8 * density φ * tau g - ∑ a, gradDensity φ g a ^ 2) := by
  have hN : density φ = ∑ i, φ i ^ 2 := rfl
  -- expand the square for one Cartesian direction
  have h : ∀ a, ∑ i, (2 * density φ * g i a - φ i * gradDensity φ g a) ^ 2 =
      4 * density φ ^ 2 * ∑ i, g i a ^ 2 - density φ * gradDensity φ g a ^ 2 := by
    intro a
    have hD : gradDensity φ g a = 2 * ∑ i, φ i * g i a := rfl
    have e : ∑ i, (2 * density φ * g i a - φ i * gradDensity φ g a) ^ 2 =
        4 * density φ ^ 2 * ∑ i, g i a ^ 2
          - 4 * density φ * gradDensity φ g a * ∑ i, φ i * g i a
          + gradDensity φ g a ^ 2 * ∑ i, φ i ^ 2 := by
      rw [Finset.mul_sum, Finset.mul_sum, Finset.mul_sum, ← Finset.sum_sub_distrib,
        ← Finset.sum_add_distrib]
      exact Finset.sum_congr rfl (fun i _ => by ring)
    linear_combination e + 2 * density φ * gradDensity φ g a * hD
      - gradDensity φ g a ^ 2 * hN
  have hT : tau g = (∑ a, ∑ i, g i a ^ 2) / 2 := by
    unfold tau
    rw [Finset.sum_comm]
  rw [Finset.sum_comm, Finset.sum_congr rfl (fun a _ => h a), Finset.sum_sub_distrib,
    ← Finset.mul_sum, ← Finset.mul_sum]
  linear_combination (-8 * density φ ^ 2) * hT
```

Inside the proof, `h` is the formula for one direction and `e` is the bare expansion of the square. The `linear_combination` steps insert the definitions of $D_a$, $n$ and $\tau$.

The left side is nonnegative and $n>0$, so $|\nabla n|^2\le 8n\tau$. In terms of the ratio, $(1-z)\,8n\tau\ge0$, while $z\cdot8n\tau=|\nabla n|^2\ge0$. Dividing both by $8n\tau>0$ gives $0\le z\le1$.

```lean
/-- Where density and kinetic energy density are positive, the ratio `τ_W / τ`
lies between 0 and 1. -/
theorem ratio_mem_unit {φ : ι → ℝ} {g : ι → Fin 3 → ℝ} {z : ℝ}
    (hn : 0 < density φ) (hτ : 0 < tau g) (hz : IsWeizsackerRatio φ g z) :
    0 ≤ z ∧ z ≤ 1 := by
  unfold IsWeizsackerRatio at hz
  have hp : 0 < 8 * density φ * tau g := by positivity
  have hS : 0 ≤ ∑ a, gradDensity φ g a ^ 2 := Finset.sum_nonneg fun a _ => sq_nonneg _
  have hR : 0 ≤ ∑ i, ∑ a, (2 * density φ * g i a - φ i * gradDensity φ g a) ^ 2 :=
    Finset.sum_nonneg fun i _ => Finset.sum_nonneg fun a _ => sq_nonneg _
  rw [kinetic_gap_identity] at hR
  have hgap := (mul_nonneg_iff_of_pos_left hn).1 hR
  constructor
  · exact (mul_nonneg_iff_of_pos_right hp).1 (by rw [hz]; exact hS)
  · have h1 : 0 ≤ (1 - z) * (8 * density φ * tau g) := by
      rw [sub_mul, one_mul, hz]
      exact hgap
    linarith [(mul_nonneg_iff_of_pos_right hp).1 h1]
```

When is the upper bound reached? If $z=1$, the sum of squares vanishes, so every square does, and $g_{ia}=\varphi_i w_a$ with $w_a=D_a/(2n)$. Conversely, if $g_{ia}=\varphi_i w_a$ for some vector $w$, then $D_a=2n w_a$. Each square is then zero, so $|\nabla n|^2=8n\tau$ and $z=1$.

```lean
/-- Where density and kinetic energy density are positive, `τ_W / τ = 1` exactly when
every orbital gradient is the orbital value times one common vector `w`. -/
theorem ratio_eq_one_iff {φ : ι → ℝ} {g : ι → Fin 3 → ℝ} {z : ℝ}
    (hn : 0 < density φ) (hτ : 0 < tau g) (hz : IsWeizsackerRatio φ g z) :
    z = 1 ↔ ∃ w : Fin 3 → ℝ, ∀ i a, g i a = φ i * w a := by
  unfold IsWeizsackerRatio at hz
  have hp : 0 < 8 * density φ * tau g := by positivity
  have hL := kinetic_gap_identity φ g
  constructor
  · intro h
    -- the sum of squares vanishes, hence each square does
    rw [← hz, h, one_mul, sub_self, mul_zero] at hL
    refine ⟨fun a => gradDensity φ g a / (2 * density φ), fun i a => ?_⟩
    have hi := (Finset.sum_eq_zero_iff_of_nonneg
      (fun i _ => Finset.sum_nonneg fun a _ => sq_nonneg _)).1 hL i (Finset.mem_univ i)
    have hia := (Finset.sum_eq_zero_iff_of_nonneg
      (fun a _ => sq_nonneg _)).1 hi a (Finset.mem_univ a)
    have h0 := pow_eq_zero_iff (two_ne_zero) |>.1 hia
    rw [← mul_div_assoc, eq_div_iff (by positivity)]
    linarith
  · rintro ⟨w, hw⟩
    have hD : ∀ a, gradDensity φ g a = 2 * (density φ * w a) := by
      intro a
      unfold gradDensity density
      rw [Finset.sum_mul]
      congr 1
      exact Finset.sum_congr rfl (fun i _ => by rw [hw]; ring)
    have h0 : ∑ i, ∑ a, (2 * density φ * g i a - φ i * gradDensity φ g a) ^ 2 = 0 :=
      Finset.sum_eq_zero fun i _ => Finset.sum_eq_zero fun a _ => by
        rw [hD, hw]; ring
    rw [h0] at hL
    have hgap := (mul_eq_zero.1 hL.symm).resolve_left hn.ne'
    apply mul_right_cancel₀ hp.ne'
    linarith
```

The condition says that all orbitals that are nonzero at the point share one logarithmic gradient $w$, and that an orbital vanishing there has zero gradient too. A single orbital with nonzero value always satisfies it. Several orbitals may also satisfy it at a particular point, so $z=1$ there does not by itself mean that only one orbital is present.

For a point with $z<1$, take two orbitals of value 1, one with gradient $(1,0,0)$ and the other with zero gradient. Then $n=2$, $\tau=\tfrac12$ and $\nabla n=(2,0,0)$, so $8n\tau=8$, $|\nabla n|^2=4$ and $z=\tfrac12$.

```lean
/-- Two orbitals of value 1, one with unit gradient along x and one with zero gradient,
give density 2, kinetic energy density 1/2 and ratio 1/2. -/
theorem ratio_witness :
    density ![(1 : ℝ), 1] = 2 ∧ tau ![![(1 : ℝ), 0, 0], ![0, 0, 0]] = 1 / 2 ∧
      IsWeizsackerRatio ![(1 : ℝ), 1] ![![1, 0, 0], ![0, 0, 0]] (1 / 2) := by
  refine ⟨?_, ?_, ?_⟩ <;>
    norm_num [IsWeizsackerRatio, density, tau, gradDensity, Fin.sum_univ_succ]
```

## Raising the exponent

For $0\le z\le1$ we have $z^{k+1}\le z^k$. Multiplying by $m(x)\ge0$ and summing over the grid gives $X_{k+1}\le X_k$. As $k\to\infty$, $z(x)^k$ stays at 1 where $z(x)=1$ and tends to 0 elsewhere. The grid sum is finite, so the limit may be taken term by term, and $X_k\to S$.

```lean
/-- For orbitals on a grid with positive density and kinetic energy density, and a nonnegative
orbital density `m`, the Vydrov factors built from the ratio `z = τ_W / τ` are nonincreasing in `k`
and converge to the weight of `m` on the points where all orbital gradients are `φ i` times one
common vector. -/
theorem vydrovFactor_antitone_tendsto {φ : G → ι → ℝ} {g : G → ι → Fin 3 → ℝ} {z m : G → ℝ}
    (hn : ∀ x, 0 < density (φ x)) (hτ : ∀ x, 0 < tau (g x))
    (hz : ∀ x, IsWeizsackerRatio (φ x) (g x) (z x)) (hm : ∀ x, 0 ≤ m x) :
    Antitone (vydrovFactor z m) ∧
    Tendsto (vydrovFactor z m) atTop (𝓝 (saturatedWeight z m)) ∧
    ∀ x, z x = 1 ↔ ∃ w : Fin 3 → ℝ, ∀ i a, g x i a = φ x i * w a := by
  have hu := fun x => ratio_mem_unit (hn x) (hτ x) (hz x)
  refine ⟨antitone_nat_of_succ_le fun k => ?_, ?_,
    fun x => ratio_eq_one_iff (hn x) (hτ x) (hz x)⟩
  · exact Finset.sum_le_sum fun x _ => mul_le_mul_of_nonneg_right
      (pow_le_pow_of_le_one (hu x).1 (hu x).2 (Nat.le_succ k)) (hm x)
  · -- each grid point contributes `m x` or nothing in the limit
    unfold saturatedWeight
    rw [Finset.sum_filter]
    change Tendsto (fun k => ∑ x, z x ^ k * m x) _ _
    refine tendsto_finsetSum _ fun x _ => ?_
    by_cases h : z x = 1
    · simp [h]
    · have ht := (tendsto_pow_atTop_nhds_zero_of_lt_one (hu x).1
        (lt_of_le_of_ne (hu x).2 h)).mul_const (m x)
      simpa [h] using ht
```

The hypotheses `hn` and `hτ` ask for positive $n$ and $\tau$ at every grid point, `hz` says that $z(x)$ is the ratio there, and `hm` says that $m$ is nonnegative. The conclusion has three parts: `Antitone` is the monotonicity, for all integers $k\ge0$; `Tendsto` is the convergence to $S$; and the last part identifies the points with $z=1$ by the common vector $w$. Normalisation of $m$ is not needed. In the proof, `hu` collects the bounds on $z$, and the case split on `z x = 1` separates the two kinds of grid point.

Positivity of $\tau$ excludes points where all orbital gradients vanish, as can happen at a smooth density maximum. At such a point the relation reads $0=0$ and leaves $z$ free. Take one grid point, one orbital with value 1 and zero gradient, and $m=1$. The choice $z=2$ satisfies the relation, yet $X_k=2^k$ grows. Positive $n$ and nonnegative $m$ are therefore not enough for monotonicity when $z$ is constrained only by this relation.

## Distance from the limit

Suppose that $z\ge0$, $m\ge0$ and $\sum_x m(x)=1$, and that $z(x)\le q$ at every point with $z(x)\ne1$. The points with $z=1$ contribute $S$ to $X_k$ and cancel in the difference, so

$$X_k-S=\sum_{x:\,z(x)\ne1}z(x)^k\,m(x)\le q^k\sum_{x:\,z(x)\ne1}m(x)=q^k(1-S).$$

```lean
/-- For nonnegative `z` and a nonnegative, normalised `m`, if `z ≤ q` wherever `z ≠ 1`, then `X_k`
exceeds the weight on `z = 1` by at most `q ^ k` times the remaining weight. -/
theorem vydrovFactor_rate {z m : G → ℝ} {q : ℝ} (h0 : ∀ x, 0 ≤ z x)
    (hq : ∀ x, z x ≠ 1 → z x ≤ q) (hm : ∀ x, 0 ≤ m x) (hsum : ∑ x, m x = 1) (k : ℕ) :
    vydrovFactor z m k - saturatedWeight z m ≤ q ^ k * (1 - saturatedWeight z m) := by
  have hS : saturatedWeight z m = ∑ x, if z x = 1 then m x else 0 := Finset.sum_filter _ _
  have key : ∑ x, (z x ^ k * m x - if z x = 1 then m x else 0) ≤
      ∑ x, q ^ k * (m x - if z x = 1 then m x else 0) := by
    refine Finset.sum_le_sum fun x _ => ?_
    by_cases h : z x = 1
    · simp [h]
    · simp only [if_neg h, sub_zero]
      exact mul_le_mul_of_nonneg_right (pow_le_pow_left₀ (h0 x) (hq x h) k) (hm x)
  rw [← Finset.mul_sum, Finset.sum_sub_distrib, Finset.sum_sub_distrib, hsum, ← hS] at key
  exact key
```

Here `key` is the inequality between the two sums, proved point by point. The theorem takes $z\ge0$ as a hypothesis, which the orbital data supply through `ratio_mem_unit`. The bound is an upper one and is useful for $0\le q<1$. A fixed finite grid always admits such a $q$ when $z$ lies in $[0,1]$, but $q$ may approach 1 as the grid is refined, so the estimate gives no rate that is uniform in the grid.

A two-point grid shows the numbers. At the first point use the data above, with $z=\tfrac12$. At the second let the orbitals have values $1$ and $-1$ and gradients $(1,0,0)$ and $(-1,0,0)$, so that $8n\tau=16=|\nabla n|^2$ and $z=1$. With quadrature weight $\tfrac12$ at each point the two orbitals are orthonormal on the grid, and either one has $m=\tfrac12$ at both points. Then

$$X_k=\tfrac12+\tfrac12\,2^{-k},\qquad X_0=1,\quad X_1=\tfrac34,\quad X_2=\tfrac58,\quad X_3=\tfrac9{16}.$$

The limit is $S=\tfrac12$, and the bound with $q=\tfrac12$ is an equality for every $k$.

## When the correction keeps its full strength

For normalised $m$,

$$1-X_k=\sum_x\bigl(1-z(x)^k\bigr)m(x),$$

and every term is nonnegative when $0\le z\le1$ and $m\ge0$. So $X_k=1$ forces each term to vanish: wherever $m(x)\ne0$ we get $z(x)^k=1$, and for $k\ge1$ this means $z(x)=1$. Conversely, if $z=1$ wherever $m\ne0$, all terms are zero and $X_k=1$.

```lean
/-- For `z` in [0,1], a nonnegative, normalised `m` and `k ≥ 1`, the factor `X_k` equals 1 exactly
when `z = 1` at every point where `m` is nonzero. -/
theorem vydrovFactor_eq_one_iff {z m : G → ℝ} (h0 : ∀ x, 0 ≤ z x) (h1 : ∀ x, z x ≤ 1)
    (hm : ∀ x, 0 ≤ m x) (hsum : ∑ x, m x = 1) {k : ℕ} (hk : k ≠ 0) :
    vydrovFactor z m k = 1 ↔ ∀ x, m x ≠ 0 → z x = 1 := by
  have e : ∑ x, (1 - z x ^ k) * m x = 1 - vydrovFactor z m k := by
    simp only [sub_mul, one_mul, Finset.sum_sub_distrib, hsum, vydrovFactor]
  constructor
  · intro h x hx
    rw [h, sub_self] at e
    have hxz := (Finset.sum_eq_zero_iff_of_nonneg (fun x _ => mul_nonneg
      (sub_nonneg.2 (pow_le_one₀ (h0 x) (h1 x))) (hm x))).1 e x (Finset.mem_univ x)
    have hp := (mul_eq_zero.1 hxz).resolve_right hx
    exact (pow_eq_one_iff_of_nonneg (h0 x) hk).1 (by linarith)
  · intro h
    have hz : ∑ x, (1 - z x ^ k) * m x = 0 := Finset.sum_eq_zero fun x _ => by
      by_cases hx : m x = 0
      · rw [hx, mul_zero]
      · rw [h x hx, one_pow, sub_self, zero_mul]
    linarith

end

end VydrovScaling
```

The identity for $1-X_k$ is `e` in the proof. The hypothesis `hk` excludes $k=0$, where $X_0=1$ for any normalised $m$. In a system with a single orbital that is nonzero and has nonzero gradient at every grid point, $z=1$ throughout, and a normalised $m$ gives $X_k=1$ for every exponent: the scaling leaves the one-orbital correction intact.

```lean
#print axioms VydrovScaling.isWeizsackerRatio_iff
#print axioms VydrovScaling.vydrovFactor_antitone_tendsto
#print axioms VydrovScaling.vydrovFactor_rate
#print axioms VydrovScaling.vydrovFactor_eq_one_iff
```

```
'VydrovScaling.isWeizsackerRatio_iff' depends on axioms: [propext, Classical.choice, Quot.sound]
'VydrovScaling.vydrovFactor_antitone_tendsto' depends on axioms: [propext, Classical.choice, Quot.sound]
'VydrovScaling.vydrovFactor_rate' depends on axioms: [propext, Classical.choice, Quot.sound]
'VydrovScaling.vydrovFactor_eq_one_iff' depends on axioms: [propext, Classical.choice, Quot.sound]
```
